# Freezing the environment never overestimates the static polarisability of a stable quadratic model

If the environment of an embedded system is held fixed while a field acts, the computed polarisability generally differs from that of the coupled system. Without knowing the sign of this error, one cannot say whether the frozen value bounds the relaxed one from below or from above. For a quadratic energy with a positive definite Hessian, and a field that acts on the active part only, the frozen value is a lower bound.

## The bound from a trial displacement

Let x be the active coordinates and y the environment coordinates, both measured from equilibrium. The Hessian has active block A, environment block B and coupling C:

M = [[A, C], [Cᵀ, B]].

Positive definiteness of M means that the equilibrium is stable against every joint displacement. A field of unit strength exerts forces f on the active coordinates and none on the environment, so the energy is

E(x, y) = ½⟨x,Ax⟩ + ⟨x,Cy⟩ + ½⟨y,By⟩ − ⟨f,x⟩.

The polarisability is the induced value of ⟨f,x⟩ at unit field strength. With y = 0 fixed, the minimum lies at x₀ = A⁻¹f. If y relaxes too, the response is w = M⁻¹F with F = (f,0). The two polarisabilities are therefore

α_frozen = ⟨f,A⁻¹f⟩,  α_relaxed = ⟨F,M⁻¹F⟩.

The inverse of A exists because setting y = 0 in the quadratic form of M shows that A is positive definite.

For any trial displacement u, use Mw = F and the symmetry of M, which gives ⟨w,Mu⟩ = ⟨F,u⟩:

⟨w−u, M(w−u)⟩ = ⟨F,w⟩ − 2⟨F,u⟩ + ⟨u,Mu⟩ ≥ 0.

Now take u = (x₀, y) and write g = Cᵀx₀. This g is the energy gradient on the environment after the active part alone has responded. Since Ax₀ = f,

2⟨F,u⟩ − ⟨u,Mu⟩ = 2⟨f,x₀⟩ − ⟨x₀,Ax₀⟩ − 2⟨g,y⟩ − ⟨y,By⟩
= α_frozen − 2⟨g,y⟩ − ⟨y,By⟩.

This is at most α_relaxed for every y. The choice y = 0 gives α_frozen ≤ α_relaxed.

The choice y = −tg, with Δ = α_relaxed − α_frozen, gives for every real t

0 ≤ ⟨g,Bg⟩t² − 2⟨g,g⟩t + Δ.

A quadratic that is never negative has no positive discriminant, so

⟨g,g⟩² ≤ Δ⟨g,Bg⟩.

If Δ = 0, then ⟨g,g⟩ = 0 and hence g = 0. Conversely, if g = 0, then M(x₀,0) = (Ax₀, Cᵀx₀) = (f,0), so w = (x₀,0) and the two polarisabilities agree. Equality thus holds exactly when CᵀA⁻¹f = 0.

For one active and one environment coordinate, with stiffnesses a and b, coupling c and f = 1, the active entry of M⁻¹ is b/(ab − c²). The gap is

b/(ab − c²) − 1/a = c²/(a(ab − c²)).

## The model in Lean

The finite types `n` and `m` label the active and environment coordinates, and their sizes are arbitrary.

```lean
import Mathlib

open Matrix

namespace FrozenEnvironmentResponse

noncomputable section

variable {n m : Type*} [Fintype n] [Fintype m] [DecidableEq n] [DecidableEq m]
```

The joint coordinates are labelled by the disjoint union `n ⊕ m`, and `fromBlocks` assembles M.

```lean
/-- The Hessian of an active block `A` and an environment block `B` with coupling `C`. -/
def hessian (A : Matrix n n ℝ) (B : Matrix m m ℝ) (C : Matrix n m ℝ) :
    Matrix (n ⊕ m) (n ⊕ m) ℝ :=
  fromBlocks A C Cᵀ B
```

In the definitions of the two polarisabilities, `⬝ᵥ` is the scalar product and `*ᵥ` applies a matrix to a vector. The vector (f,0) is written `Sum.elim f 0`.

```lean
/-- The static polarisability along the field `f` when the environment is held fixed,
for an invertible active block `A`. -/
def frozenPolarisability (A : Matrix n n ℝ) (f : n → ℝ) : ℝ :=
  f ⬝ᵥ (A⁻¹ *ᵥ f)

/-- The static polarisability along a field `f` on the active block when the environment
relaxes too, for an invertible full Hessian. -/
def relaxedPolarisability (A : Matrix n n ℝ) (B : Matrix m m ℝ) (C : Matrix n m ℝ)
    (f : n → ℝ) : ℝ :=
  Sum.elim f 0 ⬝ᵥ ((hessian A B C)⁻¹ *ᵥ Sum.elim f 0)
```

The gradient g has its own definition.

```lean
/-- The energy gradient on the environment coordinates after the active block has responded
to `f` alone, for an invertible active block `A`. -/
def environmentGradient (A : Matrix n n ℝ) (C : Matrix n m ℝ) (f : n → ℝ) : m → ℝ :=
  Cᵀ *ᵥ (A⁻¹ *ᵥ f)
```

The theorems that compare the two polarisabilities for general blocks assume `(hessian A B C).PosDef`, which includes the symmetry of M and makes both inverses genuine.

The model is static and linear, with finitely many real coordinates. Both polarisabilities use the same A, so an error from approximating the active block itself is a separate matter. In embedding calculations that fit this quadratic model, the result fixes the sign of the error due to freezing alone.

## Energy blocks and the completed square

The first two lemmas split a scalar product and the quadratic form of M into blocks. The two coupling terms are equal, which produces the factor 2.

```lean
omit [DecidableEq n] [DecidableEq m] in
/-- The scalar product of two displacements is the sum of its active and environment parts. -/
theorem dotProduct_blocks (a c : n → ℝ) (b d : m → ℝ) :
    Sum.elim a b ⬝ᵥ Sum.elim c d = a ⬝ᵥ c + b ⬝ᵥ d := by
  simp [dotProduct, Fintype.sum_sum_type]

omit [DecidableEq n] [DecidableEq m] in
/-- The quadratic form of the Hessian is the sum of an active term, a coupling term and an
environment term. -/
theorem hessian_energy (A : Matrix n n ℝ) (B : Matrix m m ℝ) (C : Matrix n m ℝ)
    (x : n → ℝ) (y : m → ℝ) :
    Sum.elim x y ⬝ᵥ (hessian A B C *ᵥ Sum.elim x y) =
      x ⬝ᵥ (A *ᵥ x) + 2 * ((Cᵀ *ᵥ x) ⬝ᵥ y) + y ⬝ᵥ (B *ᵥ y) := by
  have hC : x ⬝ᵥ (C *ᵥ y) = (Cᵀ *ᵥ x) ⬝ᵥ y := by
    rw [Matrix.dotProduct_mulVec, Matrix.mulVec_transpose]
  rw [hessian, Matrix.fromBlocks_mulVec, dotProduct_blocks]
  simp only [Sum.elim_comp_inl, Sum.elim_comp_inr, dotProduct_add]
  rw [hC, dotProduct_comm y (Cᵀ *ᵥ x)]
  ring
```

Positive definiteness passes to A: symmetry is read off entry by entry, and positivity comes from the displacement (x,0).

```lean
omit [DecidableEq n] [DecidableEq m] in
/-- If the full Hessian is positive definite, so is its active block. -/
theorem active_posDef {A : Matrix n n ℝ} {B : Matrix m m ℝ} {C : Matrix n m ℝ}
    (h : (hessian A B C).PosDef) : A.PosDef := by
  rw [Matrix.posDef_iff_dotProduct_mulVec]
  refine ⟨Matrix.IsHermitian.ext fun i j => ?_, fun x hx => ?_⟩
  · have hij := h.isHermitian.apply (Sum.inl i) (Sum.inl j)
    simpa [hessian] using hij
  · -- displace the active coordinates only
    have hne : Sum.elim x (0 : m → ℝ) ≠ 0 := fun h0 =>
      hx (funext fun i => congrFun h0 (Sum.inl i))
    have hp := h.dotProduct_mulVec_pos hne
    rw [star_trivial, hessian_energy] at hp
    simpa using hp
```

The completed square is stated for any positive definite M. In its proof, `hF` is Mw = F and `hc` is ⟨w,Mu⟩ = ⟨F,u⟩; expanding the differences and calling `ring` finishes the identity.

```lean
/-- For a positive definite Hessian `M`, the response to a field `F` exceeds the value
`2⟨F,u⟩ - ⟨u,Mu⟩` of a trial displacement `u` by the quadratic form of the error in `u`. -/
theorem response_defect {M : Matrix n n ℝ} (h : M.PosDef) (F u : n → ℝ) :
    F ⬝ᵥ (M⁻¹ *ᵥ F) - (2 * (F ⬝ᵥ u) - u ⬝ᵥ (M *ᵥ u)) =
      (M⁻¹ *ᵥ F - u) ⬝ᵥ (M *ᵥ (M⁻¹ *ᵥ F - u)) := by
  have hs : Mᵀ = M := by
    rw [← Matrix.conjTranspose_eq_transpose_of_trivial]
    exact h.isHermitian.eq
  have hF : M *ᵥ (M⁻¹ *ᵥ F) = F := by
    rw [Matrix.mulVec_mulVec, Matrix.mul_nonsing_inv _ h.det_pos.ne'.isUnit,
      Matrix.one_mulVec]
  -- symmetry of the Hessian moves it onto the exact response
  have hc : (M⁻¹ *ᵥ F) ⬝ᵥ (M *ᵥ u) = F ⬝ᵥ u := by
    rw [Matrix.dotProduct_mulVec, ← Matrix.mulVec_transpose, hs, hF]
  rw [Matrix.mulVec_sub, hF, sub_dotProduct, dotProduct_sub, dotProduct_sub, hc,
    dotProduct_comm (M⁻¹ *ᵥ F) F, dotProduct_comm u F]
  ring
```

## Lower bounds on the relaxed response

Inserting u = (A⁻¹f, y) gives a bound for every environment displacement. Here `hd` is the completed square, `hp` says that it is nonnegative, and `linarith` rearranges the result.

```lean
/-- For a positive definite Hessian, every trial displacement `y` of the environment gives a
lower bound on the relaxed polarisability. -/
theorem environment_trial_bound {A : Matrix n n ℝ} {B : Matrix m m ℝ} {C : Matrix n m ℝ}
    (h : (hessian A B C).PosDef) (f : n → ℝ) (y : m → ℝ) :
    frozenPolarisability A f - 2 * (environmentGradient A C f ⬝ᵥ y) - y ⬝ᵥ (B *ᵥ y) ≤
      relaxedPolarisability A B C f := by
  have hA : A *ᵥ (A⁻¹ *ᵥ f) = f := by
    rw [Matrix.mulVec_mulVec, Matrix.mul_nonsing_inv _ (active_posDef h).det_pos.ne'.isUnit,
      Matrix.one_mulVec]
  -- keep the frozen active response and add the displacement `y`
  have hd := response_defect h (Sum.elim f 0) (Sum.elim (A⁻¹ *ᵥ f) y)
  have hp := h.posSemidef.dotProduct_mulVec_nonneg
    ((hessian A B C)⁻¹ *ᵥ Sum.elim f 0 - Sum.elim (A⁻¹ *ᵥ f) y)
  rw [star_trivial, ← hd, hessian_energy, dotProduct_blocks, hA, zero_dotProduct,
    dotProduct_comm (A⁻¹ *ᵥ f) f] at hp
  unfold frozenPolarisability relaxedPolarisability environmentGradient
  linarith
```

The step y = −tg yields the quadratic called `key`. Mathlib's `discrim_le_zero` then supplies the discriminant inequality, which also holds when g = 0 and the quadratic is constant.

```lean
/-- For a positive definite Hessian, the response missed by freezing the environment, times
`⟨g,Bg⟩`, where `g` is the energy gradient left there, is at least `⟨g,g⟩²`. -/
theorem missing_response_bound {A : Matrix n n ℝ} {B : Matrix m m ℝ} {C : Matrix n m ℝ}
    (h : (hessian A B C).PosDef) (f : n → ℝ) :
    (environmentGradient A C f ⬝ᵥ environmentGradient A C f) ^ 2 ≤
      (relaxedPolarisability A B C f - frozenPolarisability A f) *
        (environmentGradient A C f ⬝ᵥ (B *ᵥ environmentGradient A C f)) := by
  -- the step `-t g` gives a quadratic in `t` that is nonnegative for every real `t`
  have key : ∀ t : ℝ,
      0 ≤ (environmentGradient A C f ⬝ᵥ (B *ᵥ environmentGradient A C f)) * (t * t) +
        (-2 * (environmentGradient A C f ⬝ᵥ environmentGradient A C f)) * t +
        (relaxedPolarisability A B C f - frozenPolarisability A f) := by
    intro t
    have ht := environment_trial_bound h f ((-t) • environmentGradient A C f)
    simp only [Matrix.mulVec_smul, smul_dotProduct, dotProduct_smul, smul_eq_mul] at ht
    nlinarith [ht]
  have hdisc := discrim_le_zero key
  unfold discrim at hdisc
  nlinarith [hdisc]
```

This bounds the missing response from below using the frozen response, the coupling and the action of B on a single vector. When g ≠ 0, ⟨g,Bg⟩ is positive and one may divide by it.

## The inequality and its equality case

The main theorem joins the inequality to the criterion for equality. The inequality is the trial bound at y = 0. In the forward direction of the equivalence, `heq` makes the right side of the previous bound zero, so the square of ⟨g,g⟩ vanishes and g with it. In the reverse direction, `hM` verifies that (A⁻¹f,0) solves the full response equation, and `hinv` identifies it with M⁻¹F.

```lean
/-- For a positive definite Hessian, freezing the environment never overestimates the static
polarisability, and it is exact if and only if `Cᵀ A⁻¹ f = 0`. -/
theorem frozen_le_relaxed {A : Matrix n n ℝ} {B : Matrix m m ℝ} {C : Matrix n m ℝ}
    (h : (hessian A B C).PosDef) (f : n → ℝ) :
    frozenPolarisability A f ≤ relaxedPolarisability A B C f ∧
      (frozenPolarisability A f = relaxedPolarisability A B C f ↔
        Cᵀ *ᵥ (A⁻¹ *ᵥ f) = 0) := by
  refine ⟨by simpa using environment_trial_bound h f 0, fun heq => ?_, fun hg => ?_⟩
  · -- no missing response leaves no gradient on the environment
    have hb := missing_response_bound h f
    rw [heq, sub_self, zero_mul] at hb
    have h0 := (pow_eq_zero_iff two_ne_zero).mp (le_antisymm hb (sq_nonneg _))
    exact dotProduct_self_eq_zero.mp h0
  · -- without a gradient the frozen response solves the full problem
    have hA : A *ᵥ (A⁻¹ *ᵥ f) = f := by
      rw [Matrix.mulVec_mulVec,
        Matrix.mul_nonsing_inv _ (active_posDef h).det_pos.ne'.isUnit, Matrix.one_mulVec]
    have hM : hessian A B C *ᵥ Sum.elim (A⁻¹ *ᵥ f) 0 = Sum.elim f 0 := by
      rw [hessian, Matrix.fromBlocks_mulVec]
      simp only [Sum.elim_comp_inl, Sum.elim_comp_inr, Matrix.mulVec_zero, add_zero, hA, hg]
    have hinv : (hessian A B C)⁻¹ *ᵥ Sum.elim f 0 = Sum.elim (A⁻¹ *ᵥ f) 0 := by
      rw [← hM, Matrix.mulVec_mulVec, Matrix.nonsing_inv_mul _ h.det_pos.ne'.isUnit,
        Matrix.one_mulVec]
    rw [relaxedPolarisability, frozenPolarisability, hinv, dotProduct_blocks,
      zero_dotProduct, add_zero]
```

The condition concerns the particular field f: a nonzero coupling C can still leave no gradient on the environment.

## The gap for two coupled coordinates

The last theorem evaluates the gap for 1 × 1 blocks. Its hypotheses a > 0 and c² < ab are the stability conditions for this case. The proof checks the explicit inverses of A and M by multiplication, and `key` is the subtraction of fractions done above.

```lean
/-- For one active and one environment coordinate with stiffnesses `a > 0` and `b` and coupling `c`,
where `c² < ab`, freezing the environment misses the part `c² / (a (ab - c²))` of the response to a
unit field on the active coordinate. -/
theorem two_coordinate_gap {a b c : ℝ} (ha : 0 < a) (hc : c ^ 2 < a * b) :
    relaxedPolarisability !![a] !![b] !![c] ![1] - frozenPolarisability !![a] ![1] =
      c ^ 2 / (a * (a * b - c ^ 2)) := by
  have ha' : a ≠ 0 := ha.ne'
  have hD : a * b - c ^ 2 ≠ 0 := (sub_pos.mpr hc).ne'
  have hA : (!![a] : Matrix (Fin 1) (Fin 1) ℝ)⁻¹ = !![a⁻¹] := by
    apply Matrix.inv_eq_right_inv
    ext i j
    fin_cases i
    fin_cases j
    simp [Matrix.mul_apply, ha']
  have hM : (hessian !![a] !![b] !![c])⁻¹ =
      fromBlocks !![b / (a * b - c ^ 2)] !![-c / (a * b - c ^ 2)]
        !![-c / (a * b - c ^ 2)] !![a / (a * b - c ^ 2)] := by
    apply Matrix.inv_eq_right_inv
    rw [hessian, Matrix.fromBlocks_multiply]
    ext (i | i) (j | j) <;> fin_cases i <;> fin_cases j <;>
      simp [Matrix.mul_apply] <;> field_simp <;> ring
  rw [relaxedPolarisability, frozenPolarisability, hM, hA, Matrix.fromBlocks_mulVec,
    dotProduct_blocks]
  -- the remaining identity between the two scalar responses
  have key : b / (a * b - c ^ 2) - a⁻¹ = c ^ 2 / (a * (a * b - c ^ 2)) := by
    rw [inv_eq_one_div, div_sub_div _ _ hD ha',
      div_eq_div_iff (mul_ne_zero hD ha') (mul_ne_zero ha' hD)]
    ring
  simpa [dotProduct, Matrix.mulVec] using key

end

end FrozenEnvironmentResponse
```

```lean
#print axioms FrozenEnvironmentResponse.frozen_le_relaxed
#print axioms FrozenEnvironmentResponse.two_coordinate_gap
```

```
'FrozenEnvironmentResponse.frozen_le_relaxed' depends on axioms: [propext, Classical.choice, Quot.sound]
'FrozenEnvironmentResponse.two_coordinate_gap' depends on axioms: [propext, Classical.choice, Quot.sound]
```
